# Five energies fix the whole energy curve of two real orbitals rotated at fixed density matrices

In a Jacobi sweep, orbitals are optimised two at a time. One pair is mixed by an angle $\theta$, the energy is lowered along that angle, and the next pair follows. Suppose that the one- and two-body density matrices are held fixed while the pair turns, so that the energy depends on $\theta$ only through the transformed integrals. How many energies must be computed before the whole curve is known?

For a system of just two real orbitals, five are enough. The curve contains only $1$, $\cos 2\theta$, $\sin 2\theta$, $\cos 4\theta$ and $\sin 4\theta$, and its values at $\theta = k\pi/5$, $k=0,\dots,4$, determine it everywhere.

## Integrals, rotation and energy

```lean
import Mathlib

open Real

namespace JacobiSweep

noncomputable section

/-- Real two-index arrays over two orbitals. -/
abbrev OneBody := Matrix (Fin 2) (Fin 2) ℝ
```

`Fin 2` is the type with the two elements 0 and 1, which label the orbitals. A `OneBody` is a real $2\times2$ array.

```lean
/-- Real four-index arrays over two orbitals. -/
abbrev TwoBody := Fin 2 → Fin 2 → Fin 2 → Fin 2 → ℝ
```

A `TwoBody` is a real array with four such indices. No permutation symmetry is required of either kind of array.

```lean
/-- The rotation of two real orbitals by `θ`; column `p` holds the new orbital `p`. -/
def rot (θ : ℝ) : OneBody := !![cos θ, -sin θ; sin θ, cos θ]
```

This is the matrix $R(\theta)$, with old orbitals as rows and new ones as columns:
$$\phi_0'=\cos\theta\,\phi_0+\sin\theta\,\phi_1,\qquad \phi_1'=-\sin\theta\,\phi_0+\cos\theta\,\phi_1 .$$

```lean
/-- One-electron integrals in the rotated orbitals. -/
def oneInt (h : OneBody) (θ : ℝ) (p q : Fin 2) : ℝ :=
  ∑ i, ∑ j, h i j * (rot θ i p * rot θ j q)
```

The one-electron integrals transform as $h_{pq}(\theta)=\sum_{ij}h_{ij}R_{ip}R_{jq}$.

```lean
/-- Two-electron integrals in the rotated orbitals. -/
def twoInt (g : TwoBody) (θ : ℝ) (p q r s : Fin 2) : ℝ :=
  ∑ i, ∑ j, ∑ k, ∑ l, g i j k l * ((rot θ i p * rot θ j q) * (rot θ k r * rot θ l s))
```

The two-electron integrals transform with four factors, $g_{pqrs}(\theta)=\sum_{ijkl}g_{ijkl}R_{ip}R_{jq}R_{kr}R_{ls}$. Either common index order may be used, provided that the density matrix uses the same one.

```lean
/-- The energy at angle `θ` for fixed density matrices `D₁`, `D₂` and integrals `h`, `g`. -/
def energy (D₁ : OneBody) (D₂ : TwoBody) (h : OneBody) (g : TwoBody) (θ : ℝ) : ℝ :=
  (∑ p, ∑ q, D₁ p q * oneInt h θ p q) +
    1 / 2 * ∑ p, ∑ q, ∑ r, ∑ s, D₂ p q r s * twoInt g θ p q r s
```

In ordinary notation,
$$E(\theta)=\sum_{pq}(D_1)_{pq}\,h_{pq}(\theta)+\tfrac12\sum_{pqrs}(D_2)_{pqrs}\,g_{pqrs}(\theta).$$
Here `D₁` and `D₂` are arbitrary real arrays, independent of $\theta$. That this expression is the expectation value of a Hamiltonian, in a state whose configuration coefficients stay fixed while its orbitals turn, is the step from the model to a molecule; it is built into the definition. If the state were re-optimised at every angle, the theorems would say nothing about the resulting curve. Nor do they treat further orbitals whose density matrix elements connect them to the pair, since these can bring in odd harmonics such as $\cos\theta$.

## Functions with five harmonics

```lean
/-- A function of the angle built from `1`, `cos 2θ`, `sin 2θ`, `cos 4θ` and `sin 4θ`. -/
def IsSweep (f : ℝ → ℝ) : Prop :=
  ∃ a₀ a₁ b₁ a₂ b₂ : ℝ, ∀ θ, f θ =
    a₀ + a₁ * cos (2 * θ) + b₁ * sin (2 * θ) + a₂ * cos (4 * θ) + b₂ * sin (4 * θ)
```

`IsSweep f` is a proposition: there are five real coefficients with which `f` has the stated form at every angle. The name is local to this file; a textbook would say "trigonometric polynomial of degree at most two in $2\theta$".

```lean
/-- The sum of two functions of sweep form has sweep form. -/
theorem IsSweep.add {f g : ℝ → ℝ} (hf : IsSweep f) (hg : IsSweep g) :
    IsSweep (fun θ => f θ + g θ) := by
  obtain ⟨a, b, c, d, e, hf⟩ := hf
  obtain ⟨a', b', c', d', e', hg⟩ := hg
  exact ⟨a + a', b + b', c + c', d + d', e + e', fun θ => by beta_reduce; rw [hf, hg]; ring⟩
```

Adding two such functions adds their coefficients. `obtain` unpacks the coefficients from the hypotheses, and `ring` checks the algebra.

```lean
/-- A real multiple of a function of sweep form has sweep form. -/
theorem IsSweep.smul (r : ℝ) {f : ℝ → ℝ} (hf : IsSweep f) : IsSweep (fun θ => r * f θ) := by
  obtain ⟨a, b, c, d, e, hf⟩ := hf
  exact ⟨r * a, r * b, r * c, r * d, r * e, fun θ => by beta_reduce; rw [hf]; ring⟩
```

Multiplying by a real number $r$ multiplies each coefficient by $r$.

```lean
/-- Summing over the two orbitals preserves the sweep form. -/
theorem IsSweep.sum {f : Fin 2 → ℝ → ℝ} (hf : ∀ i, IsSweep (f i)) :
    IsSweep (fun θ => ∑ i, f i θ) := by
  simp only [Fin.sum_univ_two]
  exact (hf 0).add (hf 1)
```

A sum over the two orbitals is a sum of two terms, so it keeps the form.

## Products of rotation coefficients

```lean
/-- A product of two rotation coefficients contains only `1`, `cos 2θ` and `sin 2θ`. -/
theorem rot_pair (i p j q : Fin 2) : ∃ a b c : ℝ, ∀ θ,
    rot θ i p * rot θ j q = a + b * cos (2 * θ) + c * sin (2 * θ) := by
  -- the rotation is `cos θ` times the identity plus `sin θ` times a generator
  let J : OneBody := !![0, -1; 1, 0]
  let I : OneBody := !![1, 0; 0, 1]
  have key : ∀ θ i p, rot θ i p = cos θ * I i p + sin θ * J i p := by
    intro θ i p
    fin_cases i <;> fin_cases p <;> simp [rot, I, J]
  refine ⟨(I i p * I j q + J i p * J j q) / 2, (I i p * I j q - J i p * J j q) / 2,
    (I i p * J j q + J i p * I j q) / 2, fun θ => ?_⟩
  rw [key, key, cos_two_mul, sin_two_mul]
  linear_combination (J i p * J j q) * sin_sq_add_cos_sq θ
```

Write $R=\cos\theta\,I+\sin\theta\,J$, with $I$ the identity and $J$ the generator of the rotation. Then
$$R_{ip}R_{jq}=\cos^2\!\theta\,I_{ip}I_{jq}+\sin\theta\cos\theta\,(I_{ip}J_{jq}+J_{ip}I_{jq})+\sin^2\!\theta\,J_{ip}J_{jq}.$$
Inserting $\cos^2\theta=\tfrac12(1+\cos2\theta)$, $\sin^2\theta=\tfrac12(1-\cos2\theta)$ and $\sin\theta\cos\theta=\tfrac12\sin2\theta$ gives the three coefficients that follow `refine`. The fact `key` is the decomposition of $R$, checked entry by entry.

The last line uses `linear_combination`, the device that carries most of the algebra in this file. To prove $X=Y$ from a known equation $x=y$, one supplies a coefficient $e$, and Lean checks that $X-Y-e\,(x-y)$ vanishes identically. That check uses only the rules of commutative algebra, with $\sin\theta$ and $\cos\theta$ treated as unknown letters. Trigonometric identities must therefore be rewritten into the goal beforehand or supplied as equations. Here, once the double angles are expanded, the two sides differ by $J_{ip}J_{jq}(\sin^2\theta+\cos^2\theta-1)$, so the coefficient is $J_{ip}J_{jq}$ and the equation is $\sin^2\theta+\cos^2\theta=1$.

```lean
/-- For fixed density matrices and arbitrary real integrals, the energy of two rotated orbitals
is a combination of `1`, `cos 2θ`, `sin 2θ`, `cos 4θ` and `sin 4θ`. -/
theorem energy_isSweep (D₁ : OneBody) (D₂ : TwoBody) (h : OneBody) (g : TwoBody) :
    IsSweep (energy D₁ D₂ h g) := by
  have h1 : ∀ p q, IsSweep (fun θ => oneInt h θ p q) := by
    intro p q
    unfold oneInt
    refine .sum fun i => .sum fun j => .smul _ ?_
    obtain ⟨a, b, c, H⟩ := rot_pair i p j q
    exact ⟨a, b, c, 0, 0, fun θ => by beta_reduce; rw [H]; ring⟩
  have h2 : ∀ p q r s, IsSweep (fun θ => twoInt g θ p q r s) := by
    intro p q r s
    unfold twoInt
    refine .sum fun i => .sum fun j => .sum fun k => .sum fun l => .smul _ ?_
    obtain ⟨a, b, c, H⟩ := rot_pair i p j q
    obtain ⟨a', b', c', H'⟩ := rot_pair k r l s
    -- products of second harmonics give the fourth harmonics
    refine ⟨a * a' + (b * b' + c * c') / 2, a * b' + b * a', a * c' + c * a',
      (b * b' - c * c') / 2, (b * c' + c * b') / 2, fun θ => ?_⟩
    beta_reduce
    rw [H, H', show 4 * θ = 2 * (2 * θ) by ring, cos_two_mul (2 * θ), sin_two_mul (2 * θ)]
    linear_combination (c * c') * sin_sq_add_cos_sq (2 * θ)
  refine IsSweep.add (f := fun θ => ∑ p, ∑ q, D₁ p q * oneInt h θ p q)
    (g := fun θ => 1 / 2 * ∑ p, ∑ q, ∑ r, ∑ s, D₂ p q r s * twoInt g θ p q r s) ?_ ?_
  · exact .sum fun p => .sum fun q => .smul _ (h1 p q)
  · exact .smul _ (.sum fun p => .sum fun q => .sum fun r => .sum fun s => .smul _ (h2 p q r s))
```

The theorem says that the energy has the five-harmonic form for all real `D₁`, `D₂`, `h` and `g`. The one-electron part follows from the previous lemma, with no fourth harmonics. For the two-electron part, put $C=\cos2\theta$ and $S=\sin2\theta$ and multiply two pairs:
$$\begin{aligned}(a+bC+cS)(a'+b'C+c'S)={}&aa'+(ab'+ba')C+(ac'+ca')S\\&+bb'C^2+cc'S^2+(bc'+cb')CS.\end{aligned}$$
Since $C^2=\tfrac12(1+\cos4\theta)$, $S^2=\tfrac12(1-\cos4\theta)$ and $CS=\tfrac12\sin4\theta$, the product has the required form. In the proof, `h1` and `h2` establish this for the transformed integrals, and the closure lemmas for sums and multiples carry it to the energy.

## Recovering the curve from five angles

```lean
/-- The sampling angles `kπ/5`. -/
def node (k : ℕ) : ℝ := k * π / 5
```

The sampling angles are $t_k=k\pi/5$. For $k=0,\dots,4$ they divide one period $\pi$ of the energy into equal steps.

```lean
/-- The interpolation kernel `(1 + 2 cos 2u + 2 cos 4u)/5`. -/
def kernel (u : ℝ) : ℝ := (1 + 2 * cos (2 * u) + 2 * cos (4 * u)) / 5
```

The kernel is $K(u)=\tfrac15(1+2\cos2u+2\cos4u)$.

```lean
/-- The energy at every angle is an explicit combination of its values at `kπ/5`, `k = 0..4`. -/
theorem energy_interpolation (D₁ : OneBody) (D₂ : TwoBody) (h : OneBody) (g : TwoBody) (θ : ℝ) :
    energy D₁ D₂ h g θ =
      ∑ k ∈ Finset.range 5, energy D₁ D₂ h g (node k) * kernel (θ - node k) := by
  obtain ⟨a₀, a₁, b₁, a₂, b₂, hE⟩ := energy_isSweep D₁ D₂ h g
  have hK : ∀ t, kernel (θ - t) = (1 + 2 * (cos (2 * θ) * cos (2 * t) + sin (2 * θ) * sin (2 * t))
      + 2 * (cos (4 * θ) * cos (4 * t) + sin (4 * θ) * sin (4 * t))) / 5 := by
    intro t
    simp only [kernel, mul_sub, cos_sub]
  -- modulo full turns, all sampled angles are `0`, `±2π/5` or `±4π/5`
  have hn : 2 * node 0 = 0 ∧ 4 * node 0 = 0 ∧ 2 * node 1 = 2 * π / 5 ∧ 4 * node 1 = 4 * π / 5 ∧
      2 * node 2 = 4 * π / 5 ∧ 4 * node 2 = 2 * π - 2 * π / 5 ∧
      2 * node 3 = 2 * π - 4 * π / 5 ∧ 4 * node 3 = 2 * π / 5 + 2 * π ∧
      2 * node 4 = 2 * π - 2 * π / 5 ∧ 4 * node 4 = 2 * π - 4 * π / 5 + 2 * π := by
    refine ⟨?_, ?_, ?_, ?_, ?_, ?_, ?_, ?_, ?_, ?_⟩ <;> (unfold node; push_cast; ring)
  have h5 : √(5 : ℝ) ^ 2 = 5 := Real.sq_sqrt (by norm_num)
  have hu : cos (2 * π / 5) = (√5 - 1) / 4 := by
    rw [show 2 * π / 5 = 2 * (π / 5) by ring, cos_two_mul, Real.cos_pi_div_five]
    linear_combination (1 / 8) * h5
  have hw : cos (4 * π / 5) = -((1 + √5) / 4) := by
    rw [show 4 * π / 5 = π - π / 5 by ring, Real.cos_pi_sub, Real.cos_pi_div_five]
  -- orthogonality of the harmonics on the five nodes
  have e1 : cos (2 * π / 5) + cos (4 * π / 5) = -1 / 2 := by rw [hu, hw]; ring
  have e2 : cos (2 * π / 5) * cos (4 * π / 5) = -1 / 4 := by
    rw [hu, hw]; linear_combination (-1 / 16) * h5
  have e3 : cos (2 * π / 5) ^ 2 + cos (4 * π / 5) ^ 2 = 3 / 4 := by
    rw [hu, hw]; linear_combination (1 / 8) * h5
  have e4 : sin (2 * π / 5) ^ 2 + sin (4 * π / 5) ^ 2 = 5 / 4 := by
    linear_combination sin_sq_add_cos_sq (2 * π / 5) + sin_sq_add_cos_sq (4 * π / 5) - e3
  simp only [hE, hK, Finset.sum_range_succ, Finset.sum_range_zero, hn, Real.cos_zero,
    Real.sin_zero, Real.cos_add_two_pi, Real.sin_add_two_pi, Real.cos_two_pi_sub,
    Real.sin_two_pi_sub]
  linear_combination
    (-2 / 5) * (2 * a₀ * (cos (2 * θ) + cos (4 * θ)) + a₁ + a₂) * e1
    - (8 / 5) * (cos (4 * θ) * a₁ + cos (2 * θ) * a₂) * e2
    - (4 / 5) * (cos (2 * θ) * a₁ + cos (4 * θ) * a₂) * e3
    - (4 / 5) * (sin (2 * θ) * b₁ + sin (4 * θ) * b₂) * e4
```

The statement is
$$E(\theta)=\sum_{k=0}^{4}E(t_k)\,K(\theta-t_k),$$
where `Finset.range 5` is the set $\{0,1,2,3,4\}$.

By the addition theorem,
$$\begin{aligned}5K(\theta-t)=1&+2(\cos2\theta\cos2t+\sin2\theta\sin2t)\\&+2(\cos4\theta\cos4t+\sin4\theta\sin4t),\end{aligned}$$
which is `hK`. From here on $u$ is a fixed number and no longer the argument of $K$: put $u=\cos\frac{2\pi}5$, $w=\cos\frac{4\pi}5$, $s=\sin\frac{2\pi}5$ and $v=\sin\frac{4\pi}5$. The fact `hn` rewrites the sampled angles so that full turns can be dropped, which gives the harmonics at the nodes:

| $k$ | 0 | 1 | 2 | 3 | 4 |
|---|---|---|---|---|---|
| $\cos2t_k$ | $1$ | $u$ | $w$ | $w$ | $u$ |
| $\sin2t_k$ | $0$ | $s$ | $v$ | $-v$ | $-s$ |
| $\cos4t_k$ | $1$ | $w$ | $u$ | $u$ | $w$ |
| $\sin4t_k$ | $0$ | $v$ | $-s$ | $s$ | $-v$ |

From $\cos\frac\pi5=\frac{1+\sqrt5}4$ one finds $u=\frac{\sqrt5-1}4$ and $w=-\frac{1+\sqrt5}4$. Hence
$$u+w=-\tfrac12,\quad uw=-\tfrac14,\quad u^2+w^2=\tfrac34,\quad s^2+v^2=\tfrac54 ,$$
which are `e1` to `e4`. Each cosine row sums to $1+2(u+w)=0$, and the product of the two cosine rows sums to $1+4uw=0$. The squares of a cosine row sum to $1+2(u^2+w^2)=\tfrac52$, and those of a sine row to $2(s^2+v^2)=\tfrac52$. The sine rows sum to zero, and so do all the remaining products of two different rows, because their terms cancel in pairs.

If $E$ is the constant 1, the interpolation sum is therefore $\tfrac15\cdot5=1$. If $E$ is one of the other harmonics, the sum returns it with the factor $\tfrac25\cdot\tfrac52=1$. By linearity the formula holds for every combination. The final `linear_combination` treats all five coefficients at once, using `e1` to `e4` as its known equations.

```lean
/-- Two energy curves that agree at the five angles `kπ/5`, `k = 0..4`, agree at every angle. -/
theorem energy_determined (D₁ D₁' h h' : OneBody) (D₂ D₂' g g' : TwoBody)
    (H : ∀ k < 5, energy D₁ D₂ h g (node k) = energy D₁' D₂' h' g' (node k)) (θ : ℝ) :
    energy D₁ D₂ h g θ = energy D₁' D₂' h' g' θ := by
  rw [energy_interpolation D₁, energy_interpolation D₁']
  exact Finset.sum_congr rfl fun k hk => by rw [H k (Finset.mem_range.mp hk)]
```

Two energy curves that agree at the five nodes agree at every angle, even if they come from different density matrices and different integrals. Both are written by the interpolation formula, and the sums then agree term by term. For a two-orbital model at fixed density matrices, an orbital optimiser can thus find the best angle from five energies, by minimising the reconstructed curve.

## A doubly occupied orbital that defeats four samples

```lean
/-- One-body density matrix of a doubly occupied first orbital. -/
def pair₁ : OneBody := !![2, 0; 0, 0]
```

With both electrons in orbital 0, the one-body density matrix has the single nonzero entry 2.

```lean
/-- Spin-summed two-body density matrix of a doubly occupied first orbital. -/
def pair₂ : TwoBody := fun p q r s => if p = 0 ∧ q = 0 ∧ r = 0 ∧ s = 0 then 2 else 0
```

The spin-summed two-body density matrix also has the single entry 2, the number of ordered electron pairs. With the factor $\tfrac12$, the repulsion energy is $g_{0000}(\theta)$.

```lean
/-- Two-electron integrals of product form `A i j * A k l`. -/
def prodInt (A : OneBody) : TwoBody := fun i j k l => A i j * A k l
```

The integrals $g_{ijkl}=A_{ij}A_{kl}$ describe a factorised model interaction. For symmetric $A$, and with the indices read in the order $(ij|kl)$, they have the usual permutation symmetries of real two-electron integrals. They are not meant as Coulomb integrals: one example below has $g_{0011}=-1$, whereas the Coulomb repulsion between two orbital densities is positive.

```lean
/-- Energy of a doubly occupied orbital for product integrals built from a symmetric array, with no
one-electron term. -/
theorem pair_energy (a b d θ : ℝ) : energy pair₁ pair₂ 0 (prodInt !![a, b; b, d]) θ =
    (a * cos θ ^ 2 + 2 * b * (sin θ * cos θ) + d * sin θ ^ 2) ^ 2 := by
  simp [energy, oneInt, twoInt, Fin.sum_univ_two, pair₁, pair₂, prodInt, rot]
  ring
```

With $h=0$ and $A=\begin{pmatrix}a&b\\b&d\end{pmatrix}$, the energy is the square of the rotated element $A_{00}(\theta)$:
$$E(\theta)=(a\cos^2\theta+2b\sin\theta\cos\theta+d\sin^2\theta)^2 .$$
`simp` writes out the finite sums, and `ring` collects the terms.

```lean
/-- Samples at the multiples of `π/4` do not suffice: for a doubly occupied orbital, two sets of
integrals give equal energies at all multiples of `π/4` and different energies at `π/8`. -/
theorem four_samples_insufficient :
    (∀ k : ℕ, energy pair₁ pair₂ 0 (prodInt !![1, 1; 1, -1]) (k * π / 4) =
      energy pair₁ pair₂ 0 (prodInt !![1, 0; 0, 1]) (k * π / 4)) ∧
    energy pair₁ pair₂ 0 (prodInt !![1, 1; 1, -1]) (π / 8) ≠
      energy pair₁ pair₂ 0 (prodInt !![1, 0; 0, 1]) (π / 8) := by
  -- the two energy curves are `1 + sin 4θ` and `1`
  have hA : ∀ θ, energy pair₁ pair₂ 0 (prodInt !![1, 1; 1, -1]) θ = 1 + sin (4 * θ) := by
    intro θ
    have one := sin_sq_add_cos_sq (2 * θ)
    rw [pair_energy, show 4 * θ = 2 * (2 * θ) by ring, sin_two_mul (2 * θ)]
    rw [cos_two_mul' θ, sin_two_mul θ] at one ⊢
    linear_combination one
  have hB : ∀ θ, energy pair₁ pair₂ 0 (prodInt !![1, 0; 0, 1]) θ = 1 := by
    intro θ
    rw [pair_energy]
    linear_combination (sin θ ^ 2 + cos θ ^ 2 + 1) * sin_sq_add_cos_sq θ
  constructor
  · intro k
    rw [hA, hB, show 4 * ((k : ℝ) * π / 4) = k * π by ring, Real.sin_nat_mul_pi, add_zero]
  · rw [hA, hB, show 4 * (π / 8) = π / 2 by ring, Real.sin_pi_div_two]
    norm_num

end

end JacobiSweep
```

For $a=b=1$, $d=-1$ the energy is $(\cos2\theta+\sin2\theta)^2=1+\sin4\theta$. For $a=d=1$, $b=0$ it is $(\cos^2\theta+\sin^2\theta)^2=1$. These are `hA` and `hB`. At $\theta=k\pi/4$ the sine is $\sin k\pi=0$, so the curves agree; at $\pi/8$ they take the values 2 and 1. Sampling at $0,\pi/4,\pi/2,3\pi/4$ therefore cannot tell them apart.

## The missed maximum, recovered from five numbers

Take the curve $1+\sin4\theta$ and ask for its value at $\theta=\pi/8$, using only the five samples:

| $k$ | $E(t_k)$ | $K(\pi/8-t_k)$ | product |
|---|---|---|---|
| 0 | 1.0000 | 0.4828 | 0.4828 |
| 1 | 1.5878 | 0.7915 | 1.2568 |
| 2 | 0.0489 | −0.2430 | −0.0119 |
| 3 | 1.9511 | 0.1853 | 0.3616 |
| 4 | 0.4122 | −0.2167 | −0.0893 |

The products add up to 2.0000, the correct value $1+\sin\frac\pi2$, although none of the samples was taken at the maximum.

```lean
#print axioms JacobiSweep.energy_isSweep
#print axioms JacobiSweep.energy_determined
#print axioms JacobiSweep.four_samples_insufficient
```

```
'JacobiSweep.energy_isSweep' depends on axioms: [propext, Classical.choice, Quot.sound]
'JacobiSweep.energy_determined' depends on axioms: [propext, Classical.choice, Quot.sound]
'JacobiSweep.four_samples_insufficient' depends on axioms: [propext, Classical.choice, Quot.sound]
```
